# The supercharges of the Fendley model on a finite graph: nilpotency and their anticommutator

## Fermion modes on a graph

Let \(V\) be a finite set of vertices and \(G\) a simple graph on \(V\). Write \(j\sim k\) for adjacency, which is symmetric and never holds for \(j=k\). In an associative complex algebra \(A\) with unit, each vertex carries a creator \(c_j\) and an annihilator \(a_j\). With \(\{x,y\}=xy+yx\), they are assumed to obey the canonical anticommutation relations (CAR)
\[ \{c_i,c_j\}=0,\qquad \{a_i,a_j\}=0,\qquad \{a_i,c_j\}=\delta_{ij}, \]
which express Fermi statistics for one spinless mode per site. Define
\[ n_k=c_ka_k,\quad h_k=1-n_k,\quad P_j=\prod_{k\sim j}h_k,\quad d_j=c_jP_j,\quad e_j=a_jP_j,\quad Q=\sum_j d_j,\quad R=\sum_j e_j . \]
The factor \(P_j\) lets \(d_j\) and \(e_j\) act only when all neighbours of \(j\) are empty. Under the CAR,
\[ Q^2=R^2=0,\qquad QR+RQ=\sum_j P_j+\sum_j\sum_{k\sim j}c_jP_j\,a_kP_k , \]
where the double sum runs over ordered pairs, so each edge contributes both hopping directions, and each term also equals \(P_jc_ja_kP_k\). When \(a_j=c_j^\dagger\) in a Hilbert space, \(R=Q^\dagger\), and the identity turns the supersymmetric Hamiltonian \(QR+RQ\) of spinless fermions on a finite graph into a potential plus a constrained nearest-neighbour hopping, a form suited to building the matrix for exact diagonalisation. The Fendley model itself is defined on the hard-core configurations, in which no two adjacent sites are occupied. \(Q\) and \(R\) preserve the space they span, and the identity holds on the whole Fock space.

## From single modes to the anticommutator

For \(k\ne i\), two sign changes give \(c_ic_ka_k=-c_kc_ia_k=c_ka_kc_i\) and \(a_ic_ka_k=-c_ka_ia_k=c_ka_ka_i\), so \(c_i\) and \(a_i\) commute with \(h_k\). On one site, \(2c_k^2=0=2a_k^2\) gives \(c_k^2=a_k^2=0\), and then
\[ h_kc_k=c_k-c_k(1-c_ka_k)=c_k^2a_k=0,\qquad a_kh_k=a_k-(1-c_ka_k)a_k=c_ka_k^2=0,\qquad h_k^2=h_k-(h_kc_k)a_k=h_k . \]

Three properties of \(P_j\) follow. If \(i\not\sim j\), which includes \(i=j\), the factor \(h_i\) is absent from \(P_j\), so \(c_i\) and \(a_i\) commute with \(P_j\). If \(k\sim j\), then \(c_k\) moves left through \(P_j\) until it meets \(h_k\), and \(a_k\) moves right until it does, so \(P_jc_k=0=a_kP_j\). Finally the \(h_k\) are commuting idempotents, hence so are the \(P_j\).

For adjacent \(j,k\),
\[ d_jd_k=c_j(P_jc_k)P_k=0,\qquad e_je_k=P_ja_ja_kP_k=-P_ja_k(a_jP_k)=0,\qquad e_kd_j=a_k(P_kc_j)P_j=0 . \]
The first two also hold with \(j\) and \(k\) exchanged, so \(\{d_j,d_k\}=\{e_j,e_k\}=0\) and \(\{d_j,e_k\}=d_je_k\). For non-adjacent \(j,k\), let \(x\) be \(c_j\) or \(a_j\) and \(y\) be \(c_k\) or \(a_k\). The projectors move to the right, \(\{xP_j,yP_k\}=\{x,y\}P_jP_k\), which vanishes for two creators or two annihilators and gives \(\{d_j,e_k\}=\delta_{jk}P_jP_k=\delta_{jk}P_j\). With \([j\sim k]\) equal to one for adjacent sites and zero otherwise,
\[ \{d_j,e_k\}=\delta_{jk}P_j+[j\sim k]\,d_je_k . \]
Summing over \(j\) and \(k\) yields \(2Q^2=\sum_{j,k}\{d_j,d_k\}=0\), likewise \(2R^2=0\), and \(QR+RQ=\sum_{j,k}\{d_j,e_k\}\), which is the stated formula. The second form of the hopping term uses \(c_jP_j=P_jc_j\).

## No edges, and one edge

Without edges every \(P_j\) is the empty product \(1\) and \(QR+RQ=|V|\cdot 1\). For one vertex this is \(ca+ac=1\).

For two vertices \(0\sim1\), take the basis \(|n_0n_1\rangle=|00\rangle,|01\rangle,|10\rangle,|11\rangle\), numbered \(0\) to \(3\), with \(|11\rangle=c_0c_1|00\rangle\). Let \(E_{xy}\) be the matrix with a single entry \(1\) in row \(x\), column \(y\). Then \(c_0=E_{20}+E_{31}\), \(c_1=E_{10}-E_{32}\), and \(a_0,a_1\) are the transposes. Here \(P_0=h_1=\mathrm{diag}(1,0,1,0)\) and \(P_1=h_0=\mathrm{diag}(1,1,0,0)\), so \(d_0=E_{20}\), \(d_1=E_{10}\), \(e_0=E_{02}\), \(e_1=E_{01}\). Multiplying out, \(QR=E_{11}+E_{12}+E_{21}+E_{22}\) and \(RQ=2E_{00}\). The other side is \(P_0+P_1=\mathrm{diag}(2,1,1,0)\) plus \(d_0e_1=E_{21}\) and \(d_1e_0=E_{12}\), and the two agree. The eigenvalue \(2\) belongs to \(|00\rangle\) and to \((|01\rangle+|10\rangle)/\sqrt2=Q|00\rangle/\sqrt2\), the eigenvalue \(0\) to \((|01\rangle-|10\rangle)/\sqrt2\) and \(|11\rangle\). The state \(|11\rangle\) violates the hard-core condition, so the Fendley model on one edge has only the first of these two zero-energy states. Of this example, the Lean file below contains the CAR for the matrices and \(d_0e_1\ne0\), while the full matrix and its spectrum rest on the arithmetic above.

## The operators in Lean

The algebra is any `Ring A` with `Algebra ℂ A`, of arbitrary dimension, while `V` is finite. Complex scalars serve only to divide by two.

```lean
import Mathlib

open Finset

namespace FendleyModel

noncomputable section

variable {V A : Type*} [Fintype V] [DecidableEq V] [Ring A] [Algebra ℂ A]
```

`IsCAR c a` holds the three relations. It does not make `a j` the adjoint of `c j`, and `A` has no adjoint at all. In a Hilbert-space realisation with \(a_j=c_j^\dagger\) one would read \(R\) as \(Q^\dagger\), and positivity of \(QR+RQ\) as an operator refers to that structure. Positivity, the pairing of levels and the counting of zero-energy states are not among the theorems.

```lean
/-- Canonical anticommutation relations for creators `c` and annihilators `a`. -/
structure IsCAR (c a : V → A) : Prop where
  cc : ∀ i j, c i * c j + c j * c i = 0
  aa : ∀ i j, a i * a j + a j * a i = 0
  ac : ∀ i j, a i * c j + c j * a i = if i = j then 1 else 0

/-- Number operator `n_k = c_k a_k`. -/
def num (c a : V → A) (k : V) : A := c k * a k

/-- The operator `1 - n_k`. -/
def hole (c a : V → A) (k : V) : A := 1 - num c a k
```

Since `A` is noncommutative, `P` multiplies along a list of the neighbours of `j`, in an unspecified but fixed order.

```lean
variable (G : SimpleGraph V) [DecidableRel G.Adj]

/-- `P_j`: the product of `1 - n_k` over the neighbours `k` of `j`. -/
def P (c a : V → A) (j : V) : A := ((G.neighborFinset j).toList.map (hole c a)).prod
```

`dC` and `dA` are \(d_j\) and \(e_j\), with the projector on the right.

```lean
/-- Dressed creator `d_j = c_j P_j`. -/
def dC (c a : V → A) (j : V) : A := c j * P G c a j

/-- Dressed annihilator `e_j = a_j P_j`. -/
def dA (c a : V → A) (j : V) : A := a j * P G c a j

/-- Supercharge `Q = ∑ c_j P_j`. -/
def Q (c a : V → A) : A := ∑ j, dC G c a j

/-- Supercharge `R = ∑ a_j P_j`. -/
def R (c a : V → A) : A := ∑ j, dA G c a j
```

## Single-mode and projector lemmas

Division by two comes first.

```lean
variable {c a : V → A}

/-- In a complex algebra an operator with `x + x = 0` vanishes. -/
theorem eq_zero_of_add_self {x : A} (h : x + x = 0) : x = 0 := by
  have h2 : (2 : ℂ) • x = 0 := by rw [two_smul]; exact h
  have h3 : x = (2⁻¹ : ℂ) • ((2 : ℂ) • x) := by
    rw [smul_smul, inv_mul_cancel₀ two_ne_zero, one_smul]
  rw [h3, h2, smul_zero]
```

The tactic `linear_combination (norm := noncomm_ring)` checks that the goal is a sum of hypotheses multiplied on the left or right. In `c k * h2 - h1 * a k` the two terms are the two sign changes that carry \(c_i\) through \(c_ka_k\).

```lean
omit [Fintype V] [Algebra ℂ A] in
/-- `c_i` and `a_i` commute with `1 - n_k` for `k ≠ i`. -/
theorem IsCAR.commute_hole (h : IsCAR c a) {i k : V} (hk : k ≠ i) :
    Commute (c i) (hole c a k) ∧ Commute (a i) (hole c a k) := by
  have h1 := h.cc i k
  have h2 : a k * c i + c i * a k = 0 := by rw [h.ac, if_neg hk]
  have h3 := h.aa i k
  have h4 : a i * c k + c k * a i = 0 := by rw [h.ac, if_neg hk.symm]
  constructor
  · show c i * (1 - c k * a k) = (1 - c k * a k) * c i
    linear_combination (norm := noncomm_ring) c k * h2 - h1 * a k
  · show a i * (1 - c k * a k) = (1 - c k * a k) * a i
    linear_combination (norm := noncomm_ring) c k * h3 - h4 * a k
```

In the next lemma `hcc` and `haa` are \(c_k^2=0\) and \(a_k^2=0\), and idempotence comes from \(h_kc_k=0\) multiplied on the right by \(a_k\).

```lean
omit [Fintype V] in
/-- `(1 - n_k) c_k = 0`, `a_k (1 - n_k) = 0`, and `1 - n_k` is idempotent. -/
theorem IsCAR.hole_exclusion (h : IsCAR c a) (k : V) :
    hole c a k * c k = 0 ∧ a k * hole c a k = 0 ∧ hole c a k * hole c a k = hole c a k := by
  have hcc := eq_zero_of_add_self (h.cc k k)
  have haa := eq_zero_of_add_self (h.aa k k)
  have h0 : a k * c k + c k * a k = 1 := by rw [h.ac, if_pos rfl]
  unfold hole num
  have h1 : (1 - c k * a k) * c k = 0 := by
    linear_combination (norm := noncomm_ring) hcc * a k - c k * h0
  refine ⟨h1, ?_, ?_⟩
  · linear_combination (norm := noncomm_ring) c k * haa - h0 * a k
  · linear_combination (norm := noncomm_ring) (-(h1 * a k))
```

Every listed neighbour of `j` differs from `i`, so `Commute.list_prod_right` lifts commutation from the factors to the product.

```lean
omit [Algebra ℂ A] in
/-- `c_i` and `a_i` commute with `P_j` when `i` is not a neighbour of `j`. -/
theorem IsCAR.commute_P (h : IsCAR c a) {i j : V} (hij : ¬ G.Adj j i) :
    Commute (c i) (P G c a j) ∧ Commute (a i) (P G c a j) := by
  have key : ∀ x ∈ (G.neighborFinset j).toList.map (hole c a),
      Commute (c i) x ∧ Commute (a i) x := by
    intro x hx
    obtain ⟨u, hu, rfl⟩ := List.mem_map.1 hx
    have hadj : G.Adj j u := by simpa using hu
    have hne : u ≠ i := fun e => hij (e ▸ hadj)
    exact h.commute_hole hne
  exact ⟨Commute.list_prod_right _ _ fun x hx => (key x hx).1,
    Commute.list_prod_right _ _ fun x hx => (key x hx).2⟩
```

Moving an operator until it meets \(h_k\) becomes an induction over any list containing `k`. If `k` lies in the tail, the induction hypothesis kills the product, after \(a_k\) has passed the head or been annihilated by it. Otherwise the head is \(h_k\), which \(a_k\) meets at once and \(c_k\) meets after commuting through the tail.

```lean
/-- For a neighbour `k` of `j`: `P_j c_k = 0` and `a_k P_j = 0`. -/
theorem IsCAR.P_annihilate (h : IsCAR c a) {j k : V} (hjk : G.Adj j k) :
    P G c a j * c k = 0 ∧ a k * P G c a j = 0 := by
  have ex := h.hole_exclusion k
  have key : ∀ l : List V, k ∈ l →
      (l.map (hole c a)).prod * c k = 0 ∧ a k * (l.map (hole c a)).prod = 0 := by
    intro l
    induction l with
    | nil => simp
    | cons m l ih =>
      intro hm
      rw [List.map_cons, List.prod_cons]
      by_cases hl : k ∈ l
      · obtain ⟨h1, h2⟩ := ih hl
        refine ⟨by rw [mul_assoc, h1, mul_zero], ?_⟩
        by_cases hmk : m = k
        · rw [hmk, ← mul_assoc, ex.2.1, zero_mul]
        · rw [← mul_assoc, (h.commute_hole hmk).2.eq, mul_assoc, h2, mul_zero]
      · have hmk : m = k := ((List.mem_cons.1 hm).resolve_right hl).symm
        have hc : Commute (c k) (l.map (hole c a)).prod := by
          refine Commute.list_prod_right _ _ fun x hx => ?_
          obtain ⟨u, hu, rfl⟩ := List.mem_map.1 hx
          have hne : u ≠ k := fun e => hl (e ▸ hu)
          exact (h.commute_hole hne).1
        rw [hmk]
        exact ⟨by rw [mul_assoc, ← hc.eq, ← mul_assoc, ex.1, zero_mul],
          by rw [← mul_assoc, ex.2.1, zero_mul]⟩
  exact key _ (by simpa using hjk)
```

Here `hh` says that all \(h_u,h_v\) commute, and `gen` that a product of two commuting idempotents is idempotent, which `idem` iterates along the list.

```lean
/-- The `P_j` commute with each other and are idempotent. -/
theorem IsCAR.P_algebra (h : IsCAR c a) (j k : V) :
    Commute (P G c a j) (P G c a k) ∧ P G c a j * P G c a j = P G c a j := by
  have hh : ∀ u v, Commute (hole c a u) (hole c a v) := by
    intro u v
    by_cases e : v = u
    · rw [e]
    · exact (Commute.one_left _).sub_left ((h.commute_hole e).1.mul_left (h.commute_hole e).2)
  have hl : ∀ u (l : List V), Commute (hole c a u) (l.map (hole c a)).prod := by
    intro u l
    refine Commute.list_prod_right _ _ fun x hx => ?_
    obtain ⟨v, _, rfl⟩ := List.mem_map.1 hx
    exact hh u v
  have gen : ∀ x p : A, x * p = p * x → x * x = x → p * p = p → x * p * (x * p) = x * p := by
    intro x p hc hx hp
    linear_combination (norm := noncomm_ring) hx * (p * p) + x * hp - x * hc * p
  have idem : ∀ l : List V,
      (l.map (hole c a)).prod * (l.map (hole c a)).prod = (l.map (hole c a)).prod := by
    intro l
    induction l with
    | nil => simp
    | cons m l ih =>
      rw [List.map_cons, List.prod_cons]
      exact gen _ _ (hl m l).eq (h.hole_exclusion m).2.2 ih
  refine ⟨Commute.list_prod_left _ _ fun x hx => ?_, idem _⟩
  obtain ⟨u, _, rfl⟩ := List.mem_map.1 hx
  exact hl u _
```

## Dressed operators and the main theorem

`IsCAR.dressed` splits on `G.Adj j k`. In the adjacent branch `s1`, `s2` are \(P_jc_k=0\), \(a_kP_j=0\), `t1`, `t2` are their mirror images, and `u`, `v` commute \(a_j\) with \(P_j\) and \(a_k\) with \(P_k\). In the other branch `gen` is the identity \(\{xP_j,yP_k\}=\{x,y\}P_jP_k\).

```lean
/-- Anticommutators of the dressed operators: `{d_j,d_k} = {e_j,e_k} = 0`, and `{d_j,e_k}` is
`P_j` for `j = k`, `d_j e_k` for adjacent sites, and zero otherwise. -/
theorem IsCAR.dressed (h : IsCAR c a) (j k : V) :
    dC G c a j * dC G c a k + dC G c a k * dC G c a j = 0 ∧
    dA G c a j * dA G c a k + dA G c a k * dA G c a j = 0 ∧
    dC G c a j * dA G c a k + dA G c a k * dC G c a j =
      (if j = k then P G c a j else 0) + (if G.Adj j k then dC G c a j * dA G c a k else 0) := by
  by_cases hadj : G.Adj j k
  · -- adjacent sites: the projectors block the neighbouring fermion
    obtain ⟨s1, s2⟩ := h.P_annihilate G hadj
    obtain ⟨t1, t2⟩ := h.P_annihilate G hadj.symm
    have u := (h.commute_P G (i := j) (j := j) fun e => G.ne_of_adj e rfl).2.eq
    have v := (h.commute_P G (i := k) (j := k) fun e => G.ne_of_adj e rfl).2.eq
    have w := h.aa j k
    rw [if_neg (G.ne_of_adj hadj), if_pos hadj]
    unfold dC dA
    set p := P G c a j
    set q := P G c a k
    refine ⟨?_, ?_, ?_⟩
    · linear_combination (norm := noncomm_ring) c j * s1 * q + c k * t1 * p
    · linear_combination (norm := noncomm_ring) u * (a k * q) + v * (a j * p) + p * w * q
        + q * w * p - p * a k * t2 - q * a j * s2
    · linear_combination (norm := noncomm_ring) a k * t1 * p
  · -- non-adjacent sites: the projectors move to the right and the bare CAR apply
    have gen : ∀ x y p q s : A, y * p = p * y → x * q = q * x → p * q = q * p →
        x * y + y * x = s → x * p * (y * q) + y * q * (x * p) = s * (p * q) := by
      intro x y p q s hy hx hpq hs
      linear_combination (norm := noncomm_ring)
        hs * (p * q) - x * hy * q - y * hx * p - y * x * hpq
    have s := h.commute_P G hadj
    have t := h.commute_P G (i := j) (j := k) fun e => hadj e.symm
    have hP := h.P_algebra G j k
    rw [if_neg hadj, add_zero]
    unfold dC dA
    refine ⟨?_, ?_, ?_⟩
    · rw [gen _ _ _ _ _ s.1.eq t.1.eq hP.1.eq (h.cc j k), zero_mul]
    · rw [gen _ _ _ _ _ s.2.eq t.2.eq hP.1.eq (h.aa j k), zero_mul]
    · rw [gen _ _ _ _ _ s.2.eq t.1.eq hP.1.eq ((add_comm _ _).trans (h.ac k j))]
      by_cases e : j = k
      · subst e
        rw [if_pos rfl, if_pos rfl, one_mul, hP.2]
      · rw [if_neg e, if_neg (Ne.symm e), zero_mul]
```

`fendley_hamiltonian` assumes only `IsCAR c a` and states \(Q^2=0\), \(R^2=0\) and the two forms of \(QR+RQ\), with `G.neighborFinset j` as the range \(k\sim j\). These are identities in `A`, with no restriction to hard-core configurations, so a state such as \(|11\rangle\) above is not excluded. Infinite lattices and site-dependent coefficients in \(Q\) and \(R\) are not covered. In the proof, `key` expands the anticommutator of two sums into pairwise anticommutators, `main` inserts the third dressed relation and turns \([j\sim k]\) into a sum over neighbours, and `eq_zero_of_add_self` removes the factor two.

```lean
/-- Fendley model: `Q² = R² = 0` and `QR + RQ = ∑_j P_j + ∑_{j∼k} c_j P_j a_k P_k` over ordered
adjacent pairs, where the second sum may also be written with terms `P_j c_j a_k P_k`. -/
theorem fendley_hamiltonian (h : IsCAR c a) :
    Q G c a * Q G c a = 0 ∧ R G c a * R G c a = 0 ∧
    Q G c a * R G c a + R G c a * Q G c a =
      ∑ j, P G c a j + ∑ j, ∑ k ∈ G.neighborFinset j, dC G c a j * dA G c a k ∧
    Q G c a * R G c a + R G c a * Q G c a =
      ∑ j, P G c a j + ∑ j, ∑ k ∈ G.neighborFinset j, P G c a j * c j * a k * P G c a k := by
  have key : ∀ f g : V → A, (∑ j, f j) * (∑ k, g k) + (∑ k, g k) * (∑ j, f j) =
      ∑ j, ∑ k, (f j * g k + g k * f j) := by
    intro f g
    have e : (∑ k, g k) * (∑ j, f j) = ∑ j, ∑ k, g k * f j := by
      rw [Finset.sum_mul_sum, Finset.sum_comm]
    rw [e, Finset.sum_mul_sum]
    simp only [Finset.sum_add_distrib]
  have H1 := fun j k => (h.dressed G j k).1
  have H2 := fun j k => (h.dressed G j k).2.1
  have H3 := fun j k => (h.dressed G j k).2.2
  have main : Q G c a * R G c a + R G c a * Q G c a =
      ∑ j, P G c a j + ∑ j, ∑ k ∈ G.neighborFinset j, dC G c a j * dA G c a k := by
    unfold Q R
    rw [key]
    simp only [H3]
    simp only [Finset.sum_add_distrib]
    congr 1
    · simp
    · refine Finset.sum_congr rfl fun j _ => ?_
      have e : G.neighborFinset j = univ.filter (G.Adj j) := by ext; simp
      rw [e, Finset.sum_filter]
  refine ⟨eq_zero_of_add_self ?_, eq_zero_of_add_self ?_, main, ?_⟩
  · unfold Q
    rw [key]
    simp only [H1, Finset.sum_const_zero]
  · unfold R
    rw [key]
    simp only [H2, Finset.sum_const_zero]
  · rw [main]
    congr 1
    refine Finset.sum_congr rfl fun j _ => Finset.sum_congr rfl fun k _ => ?_
    have u := (h.commute_P G (i := j) (j := j) fun e => G.ne_of_adj e rfl).1.eq
    unfold dC dA
    rw [u]
    simp only [mul_assoc]
```

## The two-mode matrices

`jwC` and `jwA` are the matrices of the one-edge example, with the same zero-based rows and columns. The minus signs are the Jordan–Wigner sign that mode \(1\) acquires when mode \(0\) is occupied.

```lean
/-- Jordan-Wigner creators for two modes. -/
def jwC : Fin 2 → Matrix (Fin 4) (Fin 4) ℂ :=
  ![!![0,0,0,0; 0,0,0,0; 1,0,0,0; 0,1,0,0], !![0,0,0,0; 1,0,0,0; 0,0,0,0; 0,0,-1,0]]

/-- Jordan-Wigner annihilators for two modes. -/
def jwA : Fin 2 → Matrix (Fin 4) (Fin 4) ℂ :=
  ![!![0,0,1,0; 0,0,0,1; 0,0,0,0; 0,0,0,0], !![0,1,0,0; 0,0,0,0; 0,0,0,-1; 0,0,0,0]]
```

`car_witness` verifies the CAR entry by entry, so `IsCAR` is realised in a nonzero algebra.

```lean
set_option maxHeartbeats 400000 in
/-- The two-mode Jordan-Wigner matrices satisfy the CAR. -/
theorem car_witness : IsCAR jwC jwA := by
  refine ⟨?_, ?_, ?_⟩ <;> intro i j <;> fin_cases i <;> fin_cases j <;> ext x y <;>
    fin_cases x <;> fin_cases y <;>
    simp [jwC, jwA]
```

The graph `⊤` on `Fin 2` is the single edge. `hopping_witness` computes \(h_0\) and \(h_1\) as `H0` and `H1` and refutes \(d_0e_1=0\) by inspecting row \(2\), column \(1\), the amplitude for \(|01\rangle\to|10\rangle\).

```lean
/-- On the graph with two vertices and one edge, the term `c_0 P_0 a_1 P_1` built from the
Jordan-Wigner matrices is nonzero. -/
theorem hopping_witness :
    dC (⊤ : SimpleGraph (Fin 2)) jwC jwA 0 * dA (⊤ : SimpleGraph (Fin 2)) jwC jwA 1 ≠ 0 := by
  have n0 : (⊤ : SimpleGraph (Fin 2)).neighborFinset 0 = {1} := by
    ext k; fin_cases k <;> simp
  have n1 : (⊤ : SimpleGraph (Fin 2)).neighborFinset 1 = {0} := by
    ext k; fin_cases k <;> simp
  unfold dC dA P
  rw [n0, n1, Finset.toList_singleton, Finset.toList_singleton]
  simp only [List.map_cons, List.map_nil, List.prod_cons, List.prod_nil, mul_one]
  have H0 : hole jwC jwA 0 = !![1,0,0,0; 0,1,0,0; 0,0,0,0; 0,0,0,0] := by
    ext x y
    fin_cases x <;> fin_cases y <;> simp [hole, num, jwC, jwA]
  have H1 : hole jwC jwA 1 = !![1,0,0,0; 0,0,0,0; 0,0,1,0; 0,0,0,0] := by
    ext x y
    fin_cases x <;> fin_cases y <;> simp [hole, num, jwC, jwA]
  rw [H0, H1]
  intro e
  have e' := congrFun (congrFun e 2) 1
  simp only [Matrix.mul_apply, Fin.sum_univ_four] at e'
  simp [jwC, jwA] at e'

end

end FendleyModel
```

```lean
#print axioms FendleyModel.fendley_hamiltonian
```

```
'FendleyModel.fendley_hamiltonian' depends on axioms: [propext, Classical.choice, Quot.sound]
```
